# Symmetrising before inversion never lowers the inverse's diagonal when the symmetric part is positive definite

Two calculations can start from the same linear-response data and report different Hubbard parameters $U$. The response matrix $\chi_{ij}$, the change in occupation of site $i$ per unit potential shift on site $j$, should be symmetric, but incomplete convergence spoils this. One calculation symmetrises $\chi$ and then inverts it; the other inverts first. The disagreement can pass for random scatter. Yet if both calculations treat the bare response, defined below, identically, and the symmetric part of $-\chi$ is positive definite, the first never reports the smaller $U$.

## Reciprocal part and noise

Write $A=-\chi$, a real matrix over a finite set `n` of sites. Its reciprocal part is $S=(A+A^T)/2$, called `symPart A`.

```lean
import Mathlib

open scoped Matrix

namespace LinearResponseSymmetrisation

noncomputable section

variable {n : Type*} [Fintype n] [DecidableEq n]

omit [Fintype n] [DecidableEq n] in
/-- The symmetric part `(A + Aᵀ)/2` of a matrix. -/
def symPart (A : Matrix n n ℝ) : Matrix n n ℝ := (1 / 2 : ℝ) • (A + Aᵀ)
```

The antisymmetric part, $K=(A-A^T)/2$, is pure error, since the exact static response is symmetric.

```lean
omit [Fintype n] [DecidableEq n] in
/-- The antisymmetric part `(A - Aᵀ)/2` of a matrix. -/
def skewPart (A : Matrix n n ℝ) : Matrix n n ℝ := (1 / 2 : ℝ) • (A - Aᵀ)
```

Let $\chi_0$ be the bare response, taken before the electrons' own potential readjusts. The Hubbard parameter of site $i$ is $U_i=(\chi_0^{-1}-\chi^{-1})_{ii}$.

```lean
/-- The linear-response Hubbard parameter of site `i`, the diagonal entry of `χ₀⁻¹ - χ⁻¹`,
for invertible bare and interacting response matrices `χ₀` and `χ`. -/
def hubbardU (χ₀ χ : Matrix n n ℝ) (i : n) : ℝ := (χ₀⁻¹ - χ⁻¹) i i
```

Of the two inverses, only the diagonal entries enter $U_i$, and symmetrising any matrix $A$ keeps its diagonal: $(A_{ii}+A_{ii})/2=A_{ii}$. Symmetrising after inversion therefore gives the same $U_i$ as not symmetrising at all.

```lean
omit [Fintype n] [DecidableEq n] in
/-- Symmetrising a matrix leaves its diagonal entries unchanged. -/
theorem symPart_diag (A : Matrix n n ℝ) (i : n) : symPart A i i = A i i := by
  simp only [symPart, Matrix.smul_apply, Matrix.add_apply, Matrix.transpose_apply, smul_eq_mul]
  ring
```

## Positive definiteness makes the matrix invertible

The hypothesis `(symPart A).PosDef` says that $x^TSx>0$ for every $x\neq0$. It stands for a stable ground state in which every pattern of site shifts changes some occupation. The exact response violates it if a uniform shift of all sites changes nothing.

If $A$ were singular, some $x\ne0$ would satisfy $Ax=0$. Then $x^TA^Tx=(Ax)^Tx=0$ as well, so $x^TSx=0$, a contradiction. Lean states invertibility as `IsUnit A.det`, a nonzero determinant.

```lean
/-- A matrix with positive definite symmetric part is invertible. -/
theorem isUnit_det_of_symPart {A : Matrix n n ℝ} (hS : (symPart A).PosDef) :
    IsUnit A.det := by
  rw [isUnit_iff_ne_zero]
  intro h0
  -- a null vector of `A` would have zero quadratic form in the symmetric part
  obtain ⟨x, hx, hAx⟩ := Matrix.exists_mulVec_eq_zero_iff.mpr h0
  have hpos := hS.dotProduct_mulVec_pos hx
  have hT : x ⬝ᵥ Aᵀ *ᵥ x = 0 := by
    rw [Matrix.mulVec_transpose, dotProduct_comm, ← Matrix.dotProduct_mulVec, hAx,
      dotProduct_zero]
  rw [star_trivial, symPart, Matrix.smul_mulVec, Matrix.add_mulVec, hAx, zero_add,
    dotProduct_smul, hT, smul_zero] at hpos
  exact lt_irrefl _ hpos
```

## The gap between the two orders

Multiplying out gives the symmetrised inverse:

$$A^{-1}SA^{-T}=\tfrac12\left(A^{-1}AA^{-T}+A^{-1}A^TA^{-T}\right)=\tfrac12\left(A^{-T}+A^{-1}\right).$$

```lean
/-- For invertible `A` with symmetric part `S`, the symmetrised inverse is `A⁻¹ S (A⁻¹)ᵀ`. -/
theorem symPart_inv {A : Matrix n n ℝ} (hA : IsUnit A.det) :
    symPart A⁻¹ = A⁻¹ * symPart A * (A⁻¹)ᵀ := by
  have h2 : Aᵀ * (A⁻¹)ᵀ = 1 := by
    rw [← Matrix.transpose_mul, Matrix.nonsing_inv_mul A hA, Matrix.transpose_one]
  symm
  calc A⁻¹ * symPart A * (A⁻¹)ᵀ
      = (1 / 2 : ℝ) • ((A⁻¹ * A) * (A⁻¹)ᵀ + A⁻¹ * (Aᵀ * (A⁻¹)ᵀ)) := by
        simp only [symPart, Matrix.mul_smul, Matrix.smul_mul, Matrix.mul_add, Matrix.add_mul,
          Matrix.mul_assoc]
    _ = symPart A⁻¹ := by
        rw [Matrix.nonsing_inv_mul A hA, h2, one_mul, mul_one, symPart, add_comm]
```

Since $K=A-S$, we have $A^{-1}K=1-A^{-1}S$ (`hBK`). Hence

$$\begin{aligned}(A^{-1}K)S^{-1}(A^{-1}K)^T&=(S^{-1}-A^{-1})(1-SA^{-T})\\&=S^{-1}-A^{-T}-A^{-1}+A^{-1}SA^{-T}\\&=S^{-1}-\tfrac12(A^{-1}+A^{-T}).\end{aligned}$$

The steps `hL` and `hR` cancel $S$ against $S^{-1}$, the previous lemma identifies the last product, and `module` collects the terms.

```lean
/-- Let `A` and its symmetric part `S` be invertible, and let `K` be the antisymmetric part. Then
`S⁻¹` minus the symmetrised inverse of `A` equals `(A⁻¹K) S⁻¹ (A⁻¹K)ᵀ`. -/
theorem symmetrisation_gap {A : Matrix n n ℝ} (hA : IsUnit A.det)
    (hS : IsUnit (symPart A).det) :
    (symPart A)⁻¹ - symPart A⁻¹
      = (A⁻¹ * skewPart A) * (symPart A)⁻¹ * (A⁻¹ * skewPart A)ᵀ := by
  have hBK : A⁻¹ * skewPart A = 1 - A⁻¹ * symPart A := by
    have h : skewPart A = A - symPart A := by
      unfold skewPart symPart
      module
    rw [h, mul_sub, Matrix.nonsing_inv_mul A hA]
  have hSt : (symPart A)ᵀ = symPart A := by
    rw [symPart, Matrix.transpose_smul, Matrix.transpose_add, Matrix.transpose_transpose,
      add_comm]
  have hL : (1 - A⁻¹ * symPart A) * (symPart A)⁻¹ = (symPart A)⁻¹ - A⁻¹ := by
    rw [sub_mul, one_mul, mul_assoc, Matrix.mul_nonsing_inv _ hS, mul_one]
  have hR : (symPart A)⁻¹ * (symPart A * (A⁻¹)ᵀ) = (A⁻¹)ᵀ := by
    rw [← mul_assoc, Matrix.nonsing_inv_mul _ hS, one_mul]
  -- expand the product and recognise the symmetrised inverse
  rw [hBK, Matrix.transpose_sub, Matrix.transpose_one, Matrix.transpose_mul, hSt, hL,
    mul_sub, mul_one, sub_mul, hR, ← mul_assoc, ← symPart_inv hA]
  simp only [symPart]
  module
```

Put $M=A^{-1}K$. For any $v$, $v^TMS^{-1}M^Tv=(M^Tv)^TS^{-1}(M^Tv)\ge0$, because $S^{-1}$ is positive definite too. The gap is therefore positive semidefinite.

```lean
/-- If the symmetric part `S` of `A` is positive definite, then `A` is invertible and
`S⁻¹ - (A⁻¹ + (A⁻¹)ᵀ)/2` is positive semidefinite. -/
theorem symmetrise_before_inversion {A : Matrix n n ℝ} (hS : (symPart A).PosDef) :
    IsUnit A.det ∧ ((symPart A)⁻¹ - symPart A⁻¹).PosSemidef := by
  have hA := isUnit_det_of_symPart hS
  refine ⟨hA, ?_⟩
  rw [symmetrisation_gap hA hS.det_pos.ne'.isUnit]
  have h := hS.inv.posSemidef.mul_mul_conjTranspose_same (A⁻¹ * skewPart A)
  rwa [Matrix.conjTranspose_eq_transpose_of_trivial] at h
```

A positive semidefinite matrix has nonnegative diagonal entries, so $(A^{-1})_{ii}\le(S^{-1})_{ii}$.

```lean
/-- If the symmetric part of `A` is positive definite, each diagonal entry of its inverse is
at least the corresponding diagonal entry of `A⁻¹`. -/
theorem inv_diag_le {A : Matrix n n ℝ} (hS : (symPart A).PosDef) (i : n) :
    A⁻¹ i i ≤ (symPart A)⁻¹ i i := by
  have h : 0 ≤ ((symPart A)⁻¹ - symPart A⁻¹) i i :=
    (symmetrise_before_inversion hS).2.diag_nonneg
  rw [Matrix.sub_apply, symPart_diag] at h
  linarith
```

The gap at site $i$ is $m_iS^{-1}m_i^T$, where $m_i$ is row $i$ of $A^{-1}K$. If it vanishes at every site, every row is zero, so $A^{-1}K=0$ and $K=0$. Conversely, a symmetric $A$ equals $S$. The two orders thus agree on all sites exactly when $A$ is symmetric.

```lean
/-- If the symmetric part of `A` is positive definite, that part's inverse and `A⁻¹` have the same
diagonal entries on all sites exactly when `A` is symmetric. -/
theorem inv_diag_eq_iff {A : Matrix n n ℝ} (hS : (symPart A).PosDef) :
    (∀ i, A⁻¹ i i = (symPart A)⁻¹ i i) ↔ Aᵀ = A := by
  have hA := isUnit_det_of_symPart hS
  constructor
  · intro h
    -- each row of `A⁻¹ K` has zero length in the metric `S⁻¹`
    have hM : A⁻¹ * skewPart A = 0 := by
      funext i
      by_contra hi
      have hpos := hS.inv.dotProduct_mulVec_pos hi
      have hgap := congrFun (congrFun (symmetrisation_gap hA hS.det_pos.ne'.isUnit) i) i
      rw [Matrix.sub_apply, symPart_diag, h i, sub_self] at hgap
      rw [star_trivial, Matrix.dotProduct_mulVec] at hpos
      exact (ne_of_gt hpos) hgap.symm
    have hK : skewPart A = 0 := by
      rw [← one_mul (skewPart A), ← Matrix.mul_nonsing_inv A hA, mul_assoc, hM, mul_zero]
    calc Aᵀ = A - (2 : ℝ) • skewPart A := by
          unfold skewPart
          module
      _ = A := by rw [hK, smul_zero, sub_zero]
  · intro h i
    have hs : symPart A = A := by
      rw [symPart, h]
      module
    rw [hs]
```

## What happens to the Hubbard parameter

Restoring the sign, $\chi^{-1}=-A^{-1}$, reverses the inequality: $((\mathrm{sym}\,\chi)^{-1})_{ii}\le(\chi^{-1})_{ii}$, where $\mathrm{sym}$ denotes the symmetric part.

```lean
/-- For a response matrix `χ` such that `-χ` has positive definite symmetric part, symmetrising
`χ` before inversion never raises a diagonal entry of the inverse. -/
theorem response_inv_diag_le {χ : Matrix n n ℝ} (h : (symPart (-χ)).PosDef) (i : n) :
    (symPart χ)⁻¹ i i ≤ χ⁻¹ i i := by
  have hneg : ∀ M : Matrix n n ℝ, IsUnit (-M).det → M⁻¹ = -(-M)⁻¹ := by
    intro M hM
    apply Matrix.inv_eq_right_inv
    rw [mul_neg, ← neg_mul, Matrix.mul_nonsing_inv _ hM]
  have hs : symPart (-χ) = -symPart χ := by
    unfold symPart
    rw [Matrix.transpose_neg]
    module
  have hle := inv_diag_le h i
  have hu : IsUnit (-symPart χ).det := hs ▸ h.det_pos.ne'.isUnit
  rw [hs] at hle
  rw [hneg χ (isUnit_det_of_symPart h), hneg (symPart χ) hu, Matrix.neg_apply,
    Matrix.neg_apply]
  linarith
```

In $U_i$ the bare inverse enters with a plus sign and the interacting one with a minus sign. If the symmetric parts of $-\chi_0$ and $-\chi$ are positive definite, symmetrising only $\chi_0$ therefore never raises $U_i$, and symmetrising only $\chi$ never lowers it. If both are symmetrised, the shifts oppose each other and no sign follows.

```lean
/-- Let `-χ₀` and `-χ` have positive definite symmetric parts. Symmetrising only the bare response
never raises the Hubbard parameter, and symmetrising only the interacting one never lowers it. -/
theorem hubbardU_bracket {χ₀ χ : Matrix n n ℝ} (h₀ : (symPart (-χ₀)).PosDef)
    (h : (symPart (-χ)).PosDef) (i : n) :
    hubbardU (symPart χ₀) χ i ≤ hubbardU χ₀ χ i ∧
      hubbardU χ₀ χ i ≤ hubbardU χ₀ (symPart χ) i := by
  have h1 := response_inv_diag_le h₀ i
  have h2 := response_inv_diag_le h i
  simp only [hubbardU, Matrix.sub_apply]
  constructor <;> linarith
```

Under these conditions, if two workflows treat $\chi_0$ identically and differ only in whether $\chi$ is symmetrised before or after inversion, the sign of any difference in $U_i$ is known. The sign does not tell which value is closer to the exact $U$: convergence error can also have a symmetric part, which neither order removes.

## Two sites with antisymmetric noise

Take $A=\begin{pmatrix}1&t\\-t&1\end{pmatrix}$, with sites numbered 0 and 1 and response in arbitrary units. Then $S=1$, so $(S^{-1})_{00}=1$, while $\det A=1+t^2$ gives $(A^{-1})_{00}=1/(1+t^2)$.

```lean
/-- Two sites with unit diagonal and antisymmetric noise `t`: symmetrising first gives the
diagonal entry `1`, inverting the noisy matrix gives `1/(1 + t²)`. -/
theorem two_site_noise (t : ℝ) :
    (symPart !![1, t; -t, 1])⁻¹ 0 0 = 1 ∧
      (!![1, t; -t, 1] : Matrix (Fin 2) (Fin 2) ℝ)⁻¹ 0 0 = 1 / (1 + t ^ 2) := by
  constructor
  · have hs : symPart !![1, t; -t, 1] = 1 := by
      ext i j
      fin_cases i <;> fin_cases j <;> norm_num [symPart]
    rw [hs, inv_one, Matrix.one_apply_eq]
  · have e : (1 : ℝ) * 1 - t * -t = 1 + t ^ 2 := by ring
    rw [Matrix.inv_def, Matrix.det_fin_two_of, Matrix.adjugate_fin_two_of,
      Ring.inverse_eq_inv', e]
    simp

end

end LinearResponseSymmetrisation
```

For $t=\tfrac12$ the two values are $1$ and $0.8$. The gap formula agrees:

$$A^{-1}K=\begin{pmatrix}0.8&-0.4\\0.4&0.8\end{pmatrix}\begin{pmatrix}0&0.5\\-0.5&0\end{pmatrix}=\begin{pmatrix}0.2&0.4\\-0.4&0.2\end{pmatrix},$$

and the squared length of row 0 is $0.04+0.16=0.2$. With $\chi=-A$ and $\chi_0$ left alone, symmetrising $\chi$ first raises $U_0$ by $0.2$.

```lean
#print axioms LinearResponseSymmetrisation.symmetrise_before_inversion
#print axioms LinearResponseSymmetrisation.inv_diag_eq_iff
#print axioms LinearResponseSymmetrisation.hubbardU_bracket
#print axioms LinearResponseSymmetrisation.two_site_noise
```

```
'LinearResponseSymmetrisation.symmetrise_before_inversion' depends on axioms: [propext, Classical.choice, Quot.sound]
'LinearResponseSymmetrisation.inv_diag_eq_iff' depends on axioms: [propext, Classical.choice, Quot.sound]
'LinearResponseSymmetrisation.hubbardU_bracket' depends on axioms: [propext, Classical.choice, Quot.sound]
'LinearResponseSymmetrisation.two_site_noise' depends on axioms: [propext, Classical.choice, Quot.sound]
```
